# The propagator of a Hermitian matrix $H$ has determinant $e^{-\mathrm i t\,\mathrm{tr}H}$ and is special unitary at all times exactly when $\mathrm{tr}\,H=0$

Take a two-level system with energies $0$ and $\omega\neq 0$, in units with $\hbar=1$, and try to write its evolution matrix as the matrix of a spin one-half rotation. The attempt fails at almost every time. The evolution matrix is $\mathrm{diag}(1,e^{-\mathrm i\omega t})$, with determinant $e^{-\mathrm i\omega t}$, whereas every spin rotation has determinant one. No choice of rotation axis and angle removes the mismatch, although the Bloch vector, which describes the state without its global phase, does nothing more than precess about a fixed axis.

The cause is the zero of energy. With energies $-\omega/2$ and $\omega/2$ the same system evolves by $\mathrm{diag}(e^{\mathrm i\omega t/2},e^{-\mathrm i\omega t/2})$, which is a spin rotation. The two matrices differ by the factor $e^{-\mathrm i\omega t/2}$, a global phase that changes no expectation value. The trace of the Hamiltonian tells in advance which case one is in.

## Determinant, trace and the zero of energy

Let $H$ be a Hermitian $N\times N$ matrix, the Hamiltonian of a system in a basis of $N$ orthonormal states, and let $t$ be a real time. In units with $\hbar=1$ the propagator is $P(t)=e^{-\mathrm i tH}$, where $\mathrm i$ is the imaginary unit. Write $T=\mathrm{tr}\,H$ for the trace. The results are these:

- The determinant is $\det P(t)=e^{-\mathrm i tT}$.
- At a given time, $\det P(t)=1$ exactly when $tT$ is an integer multiple of $2\pi$.
- $P(t)$ is special unitary, meaning unitary with determinant one, at all times exactly when $T=0$.
- For $N\ge 1$, $P(t)=e^{-\mathrm i tT/N}P_0(t)$, where $P_0(t)$ is the special unitary propagator of $H_0=H-(T/N)\mathbb 1$.

For finite-dimensional models with a time-independent Hamiltonian, this bears on quantum simulation: a gate routine that works with special unitary matrices can be given $P_0(t)$, while the scalar factor is kept separately. The factor matters when the evolution is controlled by a further qubit, because it then becomes a relative phase between the two states of that qubit.

## How the Lean statements express this

The basis states are labelled by a finite type `n`, and $N$ is `Fintype.card n`. The Hamiltonian is `H : Matrix n n ℂ`, and the hypothesis `H.IsHermitian` says that it equals its conjugate transpose. The definition `propagator H t` is the matrix exponential, given by its power series, of $-\mathrm i t$ times `H`. It fixes the sign of the exponent and the unit $\hbar=1$.

The theorem `det_propagator` is the determinant formula. In `det_propagator_eq_one_iff` the trace appears as `H.trace.re`, its real part, because the condition is an equation between real numbers; for a Hermitian matrix nothing is lost by this.

The theorem `propagator_specialUnitary_iff` has the quantifier over `t` inside the equivalence. It compares $T=0$ with membership in `Matrix.specialUnitaryGroup n ℂ` at every time. At a single time the membership can hold with $T\neq 0$: the two-level system above returns to the identity at $t=2\pi/\omega$.

The theorem `propagator_add_const` needs no Hermiticity and allows a complex constant `E`. The factor is a pure phase when `E` is real, as it is in `propagator_eq_phase_smul_specialUnitary`, where the constant is $T/N$ for a Hermitian matrix.

Time-dependent Hamiltonians and infinite-dimensional spaces are not treated. For many Hamiltonians of the latter kind, such as that of the harmonic oscillator, the sum of the energies diverges and there is no trace to use.

## From the energy levels to the determinant

By the spectral theorem, $H=UDU^{-1}$, where the columns of the unitary matrix $U$ are energy eigenvectors and $D=\mathrm{diag}(d_j)$ holds the energies. Put $s=-\mathrm i t$. In each power of $sH$ the inner factors $U^{-1}U$ cancel, so for $m\ge 0$

$$(sH)^m=U(sD)^mU^{-1}.$$

Dividing by $m!$ and summing over $m$ gives

$$e^{sH}=U\,\mathrm{diag}(e^{sd_j})\,U^{-1}.$$

The determinant is multiplicative, and $\det U\,\det U^{-1}=1$. Hence

$$\det e^{sH}=\prod_j e^{sd_j}=e^{s\sum_j d_j}.$$

The trace is unchanged under cyclic permutation, so $T=\mathrm{tr}(UDU^{-1})=\mathrm{tr}(U^{-1}UD)=\sum_j d_j$. This gives $\det P(t)=e^{-\mathrm i tT}$.

## Times at which the determinant is one

The trace is real, since $\overline{T}=\mathrm{tr}\,H^\dagger=\mathrm{tr}\,H=T$. The number $e^{-\mathrm i tT}$ equals one exactly when $-\mathrm i tT=2\pi\mathrm i k'$ for some integer $k'$. With $k=-k'$ this reads $tT=2\pi k$.

If $T=0$, the condition holds at every time with $k=0$. If $T\neq 0$, consider the time $t=\pi/T$. There $tT=\pi$, and the determinant is $e^{-\mathrm i\pi}=-1$. So the determinant is one at all times exactly when $T=0$.

## Unitarity and the split into two factors

Let $A=-\mathrm i tH$. Then $A^\dagger=\mathrm i tH=-A$, and therefore $P(t)^\dagger=e^{A^\dagger}=e^{-A}=P(t)^{-1}$. The propagator is unitary at all times, so it is special unitary exactly when its determinant is one.

Now add a constant $E$ to the Hamiltonian. The matrix $E\mathbb 1$ commutes with $H$, so the exponential of the sum factorises:

$$e^{-\mathrm i t(H+E\mathbb 1)}=e^{-\mathrm i tH}\,e^{-\mathrm i tE\mathbb 1}=e^{-\mathrm i tE}\,e^{-\mathrm i tH}.$$

For $N\ge 1$, apply this to $H_0$ with $E=T/N$. Since $H_0+(T/N)\mathbb 1=H$, it gives $P(t)=e^{-\mathrm i tT/N}P_0(t)$. The matrix $H_0$ is Hermitian because $T/N$ is real, and its trace is $T-(T/N)N=0$. Hence $P_0(t)$ is special unitary at all times.

## A single level

For $N=1$ the Hamiltonian is one real number $E$, and the propagator is the number $e^{-\mathrm i tE}$, which is its own determinant. The traceless part is $H_0=0$, and the only special unitary $1\times1$ matrix is $1$. The whole evolution is then the scalar factor, as one expects of a system with no energy differences.

The Lean theorems also admit an empty set of basis states. There $T/N$ becomes $0/0$, which Lean evaluates to $0$, and the statements remain true.

## The complete Lean file

```lean
import Mathlib

open Matrix

namespace PropagatorDeterminant

noncomputable section

variable {n : Type*} [Fintype n] [DecidableEq n]

/-- The propagator `exp(-itH)` of a time-independent Hamiltonian `H`, in units with `ħ = 1`. -/
def propagator (H : Matrix n n ℂ) (t : ℝ) : Matrix n n ℂ :=
  NormedSpace.exp ((-(Complex.I * (t : ℂ))) • H)

/-- The Hamiltonian with its mean diagonal energy `tr H / N` subtracted, for dimension `N > 0`. -/
def tracelessPart (H : Matrix n n ℂ) : Matrix n n ℂ :=
  H - (H.trace / (Fintype.card n : ℂ)) • (1 : Matrix n n ℂ)

/-- The exponential of a finite family of complex numbers is taken entry by entry. -/
theorem exp_family_apply {m : Type*} [Fintype m] (d : m → ℂ) (i : m) :
    NormedSpace.exp d i = Complex.exp (d i) := by
  rw [Complex.exp_eq_exp_ℂ]
  exact NormedSpace.map_exp (Pi.evalRingHom (fun _ : m => ℂ) i) (continuous_apply i) d

/-- For a diagonalised matrix, the determinant of the exponential is the exponential
of the trace. -/
theorem det_exp_conj_diagonal {U : Matrix n n ℂ} (hU : IsUnit U) (d : n → ℂ) :
    (NormedSpace.exp (U * diagonal d * U⁻¹)).det
      = Complex.exp (U * diagonal d * U⁻¹).trace := by
  have hdet : IsUnit U.det := (Matrix.isUnit_iff_isUnit_det U).1 hU
  -- both the determinant and the trace are blind to the change of basis
  rw [Matrix.exp_conj _ _ hU, Matrix.det_conj hU, Matrix.exp_diagonal, Matrix.det_diagonal,
    Matrix.trace_mul_cycle, Matrix.nonsing_inv_mul _ hdet, one_mul, Matrix.trace_diagonal,
    Complex.exp_sum]
  exact Finset.prod_congr rfl fun i _ => exp_family_apply d i

/-- The determinant of the propagator of a Hermitian Hamiltonian is `exp(-it tr H)`. -/
theorem det_propagator {H : Matrix n n ℂ} (hH : H.IsHermitian) (t : ℝ) :
    (propagator H t).det = Complex.exp (-(Complex.I * (t : ℂ)) * H.trace) := by
  -- diagonalise the Hamiltonian in its energy eigenbasis
  obtain ⟨U, hU, d, hd⟩ : ∃ U : Matrix n n ℂ, IsUnit U ∧
      ∃ d : n → ℂ, H = U * diagonal d * U⁻¹ := by
    have hV := Matrix.mem_unitaryGroup_iff.1 hH.eigenvectorUnitary.2
    refine ⟨hH.eigenvectorUnitary,
      (Matrix.isUnit_iff_isUnit_det _).2 (Matrix.isUnit_det_of_right_inverse hV),
      RCLike.ofReal ∘ hH.eigenvalues, ?_⟩
    rw [Matrix.inv_eq_right_inv hV]
    have h := hH.spectral_theorem
    rw [Unitary.conjStarAlgAut_apply] at h
    exact h
  have hs : (-(Complex.I * (t : ℂ))) • H
      = U * diagonal ((-(Complex.I * (t : ℂ))) • d) * U⁻¹ := by
    rw [hd, Matrix.diagonal_smul, Matrix.mul_smul, Matrix.smul_mul]
  unfold propagator
  rw [hs, det_exp_conj_diagonal hU, ← hs, Matrix.trace_smul, smul_eq_mul]

omit [DecidableEq n] in
/-- The trace of a Hermitian Hamiltonian is real. -/
theorem star_trace {H : Matrix n n ℂ} (hH : H.IsHermitian) : star H.trace = H.trace := by
  rw [← Matrix.trace_conjTranspose, hH.eq]

/-- At a given time `t` the propagator has determinant one exactly when `t tr H` is an
integer multiple of `2π`. -/
theorem det_propagator_eq_one_iff {H : Matrix n n ℂ} (hH : H.IsHermitian) (t : ℝ) :
    (propagator H t).det = 1 ↔ ∃ k : ℤ, t * H.trace.re = 2 * Real.pi * k := by
  have hr : ((H.trace.re : ℝ) : ℂ) = H.trace := Complex.conj_eq_iff_re.1 (star_trace hH)
  rw [det_propagator hH, Complex.exp_eq_one_iff]
  constructor
  · rintro ⟨k, hk⟩
    refine ⟨-k, ?_⟩
    rw [← hr] at hk
    have him := congrArg Complex.im hk
    simp at him
    push_cast
    linarith
  · rintro ⟨k, hk⟩
    refine ⟨-k, ?_⟩
    have hc : (t : ℂ) * ((H.trace.re : ℝ) : ℂ) = 2 * (Real.pi : ℂ) * (k : ℂ) := by
      exact_mod_cast hk
    rw [hr] at hc
    push_cast
    linear_combination (-Complex.I) * hc

/-- The propagator has determinant one at all times exactly when the Hamiltonian is
traceless. -/
theorem det_propagator_eq_one_forall_iff {H : Matrix n n ℂ} (hH : H.IsHermitian) :
    (∀ t : ℝ, (propagator H t).det = 1) ↔ H.trace = 0 := by
  constructor
  · intro h
    have hr : ((H.trace.re : ℝ) : ℂ) = H.trace := Complex.conj_eq_iff_re.1 (star_trace hH)
    by_contra h0
    have hne : H.trace.re ≠ 0 := fun h1 => h0 (by rw [← hr, h1, Complex.ofReal_zero])
    -- at time `π / tr H` the determinant would be `-1`
    obtain ⟨k, hk⟩ := (det_propagator_eq_one_iff hH _).1 (h (Real.pi / H.trace.re))
    rw [div_mul_cancel₀ _ hne] at hk
    have h1 : (1 : ℝ) = 2 * (k : ℝ) := mul_left_cancel₀ Real.pi_ne_zero (by linarith)
    have h2 : (1 : ℤ) = 2 * k := by exact_mod_cast h1
    omega
  · intro h t
    rw [det_propagator hH, h, mul_zero, Complex.exp_zero]

/-- The propagator of a Hermitian Hamiltonian is unitary. -/
theorem propagator_mem_unitaryGroup {H : Matrix n n ℂ} (hH : H.IsHermitian) (t : ℝ) :
    propagator H t ∈ Matrix.unitaryGroup n ℂ := by
  have h : ((-(Complex.I * (t : ℂ))) • H)ᴴ = -((-(Complex.I * (t : ℂ))) • H) := by
    rw [Matrix.conjTranspose_smul, hH.eq]
    simp
  rw [Matrix.mem_unitaryGroup_iff, Matrix.star_eq_conjTranspose]
  unfold propagator
  rw [← Matrix.exp_conjTranspose, h, Matrix.exp_neg]
  exact Matrix.mul_nonsing_inv _ ((Matrix.isUnit_iff_isUnit_det _).1 (Matrix.isUnit_exp _))

/-- The propagator of a Hermitian Hamiltonian is special unitary at all times exactly when the
Hamiltonian is traceless. -/
theorem propagator_specialUnitary_iff {H : Matrix n n ℂ} (hH : H.IsHermitian) :
    (∀ t : ℝ, propagator H t ∈ Matrix.specialUnitaryGroup n ℂ) ↔ H.trace = 0 := by
  rw [← det_propagator_eq_one_forall_iff hH]
  exact forall_congr' fun t => Matrix.mem_specialUnitaryGroup_iff.trans
    (and_iff_right (propagator_mem_unitaryGroup hH t))

/-- Adding a constant `E` to the Hamiltonian multiplies the propagator by `exp(-itE)`. -/
theorem propagator_add_const (H : Matrix n n ℂ) (E : ℂ) (t : ℝ) :
    propagator (H + E • (1 : Matrix n n ℂ)) t
      = Complex.exp (-(Complex.I * (t : ℂ)) * E) • propagator H t := by
  have hexp (a : ℂ) : NormedSpace.exp (a • (1 : Matrix n n ℂ))
      = Complex.exp a • (1 : Matrix n n ℂ) := by
    rw [Matrix.smul_one_eq_diagonal, Matrix.smul_one_eq_diagonal, Matrix.exp_diagonal]
    congr 1
    funext i
    exact exp_family_apply (fun _ => a) i
  unfold propagator
  -- the constant commutes with the Hamiltonian, so the exponential factorises
  rw [smul_add, smul_smul, Matrix.exp_add_of_commute _ _ ((Commute.one_right _).smul_right _),
    hexp, Matrix.mul_smul, mul_one]

/-- The propagator of a Hermitian Hamiltonian is the factor `exp(-it tr H / N)` times the propagator
of its traceless part, and the propagator of the traceless part is special unitary. -/
theorem propagator_eq_phase_smul_specialUnitary {H : Matrix n n ℂ} (hH : H.IsHermitian)
    (t : ℝ) :
    propagator H t = Complex.exp (-(Complex.I * (t : ℂ)) * (H.trace / (Fintype.card n : ℂ)))
        • propagator (tracelessPart H) t ∧
      propagator (tracelessPart H) t ∈ Matrix.specialUnitaryGroup n ℂ := by
  constructor
  · rw [← propagator_add_const, tracelessPart, sub_add_cancel]
  · have hherm : (tracelessPart H).IsHermitian := by
      unfold tracelessPart
      rw [Matrix.IsHermitian, Matrix.conjTranspose_sub, Matrix.conjTranspose_smul,
        Matrix.conjTranspose_one, hH.eq, star_div₀, star_trace hH, star_natCast]
    refine (propagator_specialUnitary_iff hherm).2 ?_ t
    rcases isEmpty_or_nonempty n with hn | hn
    · simp [Matrix.trace]
    · have hc : (Fintype.card n : ℂ) ≠ 0 := Nat.cast_ne_zero.2 Fintype.card_ne_zero
      rw [tracelessPart, Matrix.trace_sub, Matrix.trace_smul, Matrix.trace_one, smul_eq_mul,
        div_mul_cancel₀ _ hc, sub_self]

end

end PropagatorDeterminant
```

```lean
#print axioms PropagatorDeterminant.propagator_specialUnitary_iff
#print axioms PropagatorDeterminant.propagator_eq_phase_smul_specialUnitary
```

```
'PropagatorDeterminant.propagator_specialUnitary_iff' depends on axioms: [propext, Classical.choice, Quot.sound]
'PropagatorDeterminant.propagator_eq_phase_smul_specialUnitary' depends on axioms: [propext, Classical.choice, Quot.sound]
```

## Diagonalisation in the code

Mathlib's `Matrix.exp_diagonal` expresses the exponential of a diagonal matrix through the exponential of the whole family `d` of diagonal entries. The lemma `exp_family_apply` says that this is the ordinary complex exponential in each entry. Picking out entry `i` (the index $j$ above) is a continuous ring homomorphism, so it passes through the exponential series.

The lemma `det_exp_conj_diagonal` is the computation with $UDU^{-1}$, for any invertible `U` and any complex `d`. Its chain of rewrites follows the steps by hand. `Matrix.exp_conj` takes the exponential inside the conjugation, `Matrix.det_conj` removes `U` from the determinant, and `Matrix.trace_mul_cycle` begins its removal from the trace. `Complex.exp_sum` turns the exponential of the sum into a product, and the two products are compared factor by factor.

The identity $\det e^A=e^{\mathrm{tr}A}$ is true of every square complex matrix $A$, but the lemma establishes it for diagonalisable ones only, which is enough for a Hermitian $H$.

In `det_propagator`, the `obtain` block extracts `U` and `d` from `hH.spectral_theorem`. That theorem is phrased with the conjugate transpose of the eigenvector matrix, and `Matrix.inv_eq_right_inv` identifies this with the inverse. The step `hs` moves the factor $-\mathrm i t$ onto the diagonal entries. After the determinant lemma has been applied, `← hs` restores $-\mathrm i tH$ inside the trace, and `Matrix.trace_smul` pulls the factor out.

## The integer condition and the time π/T

The lemma `star_trace` proves that the trace is real, by the same one-line argument as above. In `det_propagator_eq_one_iff`, `Complex.exp_eq_one_iff` replaces the equation $e^{-\mathrm i tT}=1$ by the statement that the exponent is an integer multiple of $2\pi\mathrm i$. In one direction the proof compares imaginary parts; in the other, `linear_combination` multiplies the real condition by $-\mathrm i$. Both directions supply `-k`, which is the change of sign from $k'$ to $k$.

For `det_propagator_eq_one_forall_iff`, the proof assumes that the trace is nonzero and uses the hypothesis at the time `Real.pi / H.trace.re`. The integer condition becomes $\pi=2\pi k$. Cancelling $\pi$ leaves $1=2k$, which `omega` refutes for an integer $k$. The converse substitutes a zero trace into the determinant formula.

## Unitarity and the traceless part in the code

In `propagator_mem_unitaryGroup`, the step `h` is $A^\dagger=-A$. `Matrix.exp_conjTranspose` and `Matrix.exp_neg` then turn the conjugate transpose of the propagator into its inverse. With unitarity settled, `propagator_specialUnitary_iff` only has to reduce membership in the special unitary group to the determinant condition at each time, which `and_iff_right` does.

The proof of `propagator_add_const` first computes the exponential of a multiple of the identity, in `hexp`. It then splits the exponential of the sum by `Matrix.exp_add_of_commute`, whose commutation hypothesis is met because the identity commutes with everything.

The final theorem, `propagator_eq_phase_smul_specialUnitary`, has two halves. The factorisation is `propagator_add_const` read from right to left, with `sub_add_cancel` restoring $H$ from $H_0$. For the special unitary half, `hherm` shows that $H_0$ is Hermitian, using the reality of the trace, and the criterion reduces the rest to $\mathrm{tr}\,H_0=0$. That is the computation $T-(T/N)N=0$ for $N\ge 1$; the empty case is treated separately.
